# A square cutoff adds one spurious zero mode to the massless Dirac Landau levels, and an N × (N+1) cutoff avoids it

If the lowering operator in the Landau-level Hamiltonian of a two-dimensional massless Dirac electron is cut to a square matrix, the zero-energy level holds two independent states per guiding centre instead of one, and the extra one is an artefact of the cutoff. When the true zero mode lives in the upper spinor component, as here, dropping the last basis state of the lower component removes the artefact and leaves every other eigenvalue as it was.

```lean
import Mathlib

open Matrix

namespace DiracLandauTruncation

/-- The lowering matrix with `M` rows and `K` columns: the entry in row `n - 1` and
column `n` is `√n`, all others vanish. -/
noncomputable def lowering (M K : ℕ) : Matrix (Fin M) (Fin K) ℂ :=
  fun i j => if (j : ℕ) = (i : ℕ) + 1 then ((Real.sqrt ((j : ℕ) : ℝ) : ℝ) : ℂ) else 0

/-- The truncated Dirac Hamiltonian `[[0, aᴴ], [a, 0]]` in a magnetic field, acting on
spinors with `K` upper and `M` lower oscillator amplitudes. -/
noncomputable def diracH (M K : ℕ) : Matrix (Fin K ⊕ Fin M) (Fin K ⊕ Fin M) ℂ :=
  fromBlocks 0 (lowering M K)ᴴ (lowering M K) 0

variable {M K N : ℕ}

/-- The upper part of `H ψ` is `aᴴ` applied to the lower part of `ψ`, and the lower part
of `H ψ` is `a` applied to the upper part. -/
theorem component_sums (ψ : Fin K ⊕ Fin M → ℂ) :
    (∀ j, (diracH M K *ᵥ ψ) (Sum.inl j) = ∑ i, star (lowering M K i j) * ψ (Sum.inr i)) ∧
    (∀ i, (diracH M K *ᵥ ψ) (Sum.inr i) = ∑ j, lowering M K i j * ψ (Sum.inl j)) := by
  constructor <;> intro k <;>
    simp [diracH, Matrix.mulVec, dotProduct, Fintype.sum_sum_type]

/-- The Hamiltonian couples the upper oscillator state `j = i + 1` and the lower
state `i` to each other with strength `√j`. -/
theorem ladder_action (ψ : Fin K ⊕ Fin M → ℂ) {i : Fin M} {j : Fin K}
    (h : (j : ℕ) = (i : ℕ) + 1) :
    (diracH M K *ᵥ ψ) (Sum.inl j) = (Real.sqrt ((j : ℕ) : ℝ) : ℝ) * ψ (Sum.inr i) ∧
    (diracH M K *ᵥ ψ) (Sum.inr i) = (Real.sqrt ((j : ℕ) : ℝ) : ℝ) * ψ (Sum.inl j) := by
  constructor
  · rw [(component_sums ψ).1 j, Finset.sum_eq_single i]
    · simp [lowering, h]
    · intro k _ hk
      have hne : (j : ℕ) ≠ (k : ℕ) + 1 := fun e => hk (Fin.ext (by omega))
      simp [lowering, hne]
    · simp
  · rw [(component_sums ψ).2 i, Finset.sum_eq_single j]
    · simp [lowering, h]
    · intro k _ hk
      have hne : (k : ℕ) ≠ (i : ℕ) + 1 := fun e => hk (Fin.ext (by omega))
      simp [lowering, hne]
    · simp

/-- In an eigenvector of energy `E`, the coupled amplitudes of the upper state `j = i + 1`
and the lower state `i` are both annihilated by `E² - j`. -/
theorem level_condition {ψ : Fin K ⊕ Fin M → ℂ} {E : ℂ} (h : diracH M K *ᵥ ψ = E • ψ)
    {i : Fin M} {j : Fin K} (hij : (j : ℕ) = (i : ℕ) + 1) :
    (E ^ 2 - ((j : ℕ) : ℂ)) * ψ (Sum.inl j) = 0 ∧
    (E ^ 2 - ((j : ℕ) : ℂ)) * ψ (Sum.inr i) = 0 := by
  have e1 := (ladder_action ψ hij).1
  have e2 := (ladder_action ψ hij).2
  rw [h, Pi.smul_apply, smul_eq_mul] at e1 e2
  have hs : ((Real.sqrt ((j : ℕ) : ℝ) : ℝ) : ℂ) * (Real.sqrt ((j : ℕ) : ℝ) : ℝ)
      = ((j : ℕ) : ℂ) := by
    exact_mod_cast Real.mul_self_sqrt (Nat.cast_nonneg (j : ℕ))
  generalize ((Real.sqrt ((j : ℕ) : ℝ) : ℝ) : ℂ) = q at e1 e2 hs
  constructor
  · linear_combination E * e1 + q * e2 + ψ (Sum.inl j) * hs
  · linear_combination E * e2 + q * e1 + ψ (Sum.inr i) * hs

/-- The spinor `(e_0, 0)` has zero energy for any number of lower amplitudes. -/
theorem zero_mode (M N : ℕ) : diracH M (N + 1) *ᵥ
    Sum.elim (Pi.single 0 1 : Fin (N + 1) → ℂ) (0 : Fin M → ℂ) = 0 := by
  funext x
  rcases x with k | i
  · rw [(component_sums _).1 k]
    simp
  · rw [(component_sums _).2 i]
    refine Finset.sum_eq_zero fun k _ => ?_
    by_cases hk : k = 0
    · subst hk
      simp [lowering]
    · simp [hk]

/-- For the square truncation of size `N + 1`, the kernel of the Hamiltonian is spanned by
`(e_0, 0)` and the spurious `(0, e_N)`. -/
theorem square_kernel (N : ℕ) :
    LinearMap.ker (diracH (N + 1) (N + 1)).mulVecLin = Submodule.span ℂ
      {Sum.elim (Pi.single 0 1 : Fin (N + 1) → ℂ) (0 : Fin (N + 1) → ℂ),
       Sum.elim (0 : Fin (N + 1) → ℂ) (Pi.single (Fin.last N) 1 : Fin (N + 1) → ℂ)} := by
  ext ψ
  rw [LinearMap.mem_ker, Matrix.mulVecLin_apply, Submodule.mem_span_pair]
  constructor
  · intro h
    -- every coupled pair of amplitudes vanishes
    have key : ∀ i j : Fin (N + 1), (j : ℕ) = (i : ℕ) + 1 →
        ψ (Sum.inl j) = 0 ∧ ψ (Sum.inr i) = 0 := by
      intro i j hij
      have hj : ((j : ℕ) : ℂ) ≠ 0 := Nat.cast_ne_zero.mpr (by omega)
      have hne : (0 : ℂ) ^ 2 - ((j : ℕ) : ℂ) ≠ 0 := by simpa using hj
      have l := level_condition (E := 0) (by rw [h, zero_smul]) hij
      exact ⟨(mul_eq_zero.mp l.1).resolve_left hne, (mul_eq_zero.mp l.2).resolve_left hne⟩
    refine ⟨ψ (Sum.inl 0), ψ (Sum.inr (Fin.last N)), ?_⟩
    funext x
    rcases x with k | k
    · refine Fin.cases ?_ (fun m => ?_) k
      · simp
      · have := (key m.castSucc m.succ (by simp)).1
        simp [this]
    · refine Fin.lastCases ?_ (fun m => ?_) k
      · simp
      · have := (key m.castSucc m.succ (by simp)).2
        simp [this, (Fin.castSucc_lt_last m).ne]
  · rintro ⟨c, d, rfl⟩
    -- the last lower state has no upper partner left
    have spurious : diracH (N + 1) (N + 1) *ᵥ Sum.elim (0 : Fin (N + 1) → ℂ)
        (Pi.single (Fin.last N) 1 : Fin (N + 1) → ℂ) = 0 := by
      funext x
      rcases x with k | i
      · rw [(component_sums _).1 k]
        refine Finset.sum_eq_zero fun i _ => ?_
        by_cases hi : i = Fin.last N
        · have hk : (k : ℕ) ≠ N + 1 := k.isLt.ne
          subst hi
          simp [lowering, hk]
        · simp [hi]
      · rw [(component_sums _).2 i]
        simp
    rw [Matrix.mulVec_add, Matrix.mulVec_smul, Matrix.mulVec_smul, zero_mode, spurious]
    simp

/-- For the truncation with `N` rows and `N + 1` columns, the kernel of the Hamiltonian is
spanned by `(e_0, 0)` alone. -/
theorem rectangular_kernel (N : ℕ) :
    LinearMap.ker (diracH N (N + 1)).mulVecLin = Submodule.span ℂ
      {Sum.elim (Pi.single 0 1 : Fin (N + 1) → ℂ) (0 : Fin N → ℂ)} := by
  ext ψ
  rw [LinearMap.mem_ker, Matrix.mulVecLin_apply, Submodule.mem_span_singleton]
  constructor
  · intro h
    have key : ∀ m : Fin N, ψ (Sum.inl m.succ) = 0 ∧ ψ (Sum.inr m) = 0 := by
      intro m
      have hj : ((m.succ : ℕ) : ℂ) ≠ 0 := Nat.cast_ne_zero.mpr (by simp)
      have hne : (0 : ℂ) ^ 2 - ((m.succ : ℕ) : ℂ) ≠ 0 := by
        rw [zero_pow two_ne_zero, zero_sub]
        exact neg_ne_zero.mpr hj
      have l := level_condition (E := 0) (i := m) (j := m.succ)
        (by rw [h, zero_smul]) (by simp)
      exact ⟨(mul_eq_zero.mp l.1).resolve_left hne, (mul_eq_zero.mp l.2).resolve_left hne⟩
    refine ⟨ψ (Sum.inl 0), ?_⟩
    funext x
    rcases x with k | k
    · refine Fin.cases ?_ (fun m => ?_) k
      · simp
      · simp [(key m).1]
    · simp [(key k).2]
  · rintro ⟨c, rfl⟩
    rw [Matrix.mulVec_smul, zero_mode, smul_zero]

/-- For `j = i + 1` and a sign `s`, the spinor `(e_j, s e_i)` is an eigenvector with
energy `s √j`. -/
theorem landau_pair {i : Fin M} {j : Fin K} (h : (j : ℕ) = (i : ℕ) + 1) {s : ℂ}
    (hs : s ^ 2 = 1) :
    diracH M K *ᵥ Sum.elim (Pi.single j 1 : Fin K → ℂ) (Pi.single i s : Fin M → ℂ) =
      (s * (Real.sqrt ((j : ℕ) : ℝ) : ℝ)) •
        Sum.elim (Pi.single j 1 : Fin K → ℂ) (Pi.single i s : Fin M → ℂ) := by
  funext x
  rcases x with k | k
  · by_cases hk : k = j
    · rw [hk, (ladder_action _ h).1]
      simp [mul_comm]
    · have hne : (k : ℕ) ≠ (i : ℕ) + 1 := fun e => hk (Fin.ext (by omega))
      rw [(component_sums _).1 k, Finset.sum_eq_zero]
      · simp [hk]
      · intro m _
        by_cases hm : m = i
        · subst hm
          simp [lowering, hne]
        · simp [hm]
  · by_cases hk : k = i
    · rw [hk, (ladder_action _ h).2]
      simp only [Sum.elim_inl, Sum.elim_inr, Pi.smul_apply, smul_eq_mul, Pi.single_eq_same]
      linear_combination (-((Real.sqrt ((j : ℕ) : ℝ) : ℝ) : ℂ)) * hs
    · have hne : (j : ℕ) ≠ (k : ℕ) + 1 := fun e => hk (Fin.ext (by omega))
      rw [(component_sums _).2 k, Finset.sum_eq_zero]
      · simp [hk]
      · intro m _
        by_cases hm : m = j
        · subst hm
          simp [lowering, hne]
        · simp [hm]

/-- In an eigenvector of nonzero energy `E`, every upper amplitude `k` is annihilated
by `E² - k`. -/
theorem on_shell {ψ : Fin K ⊕ Fin M → ℂ} {E : ℂ} (hE : E ≠ 0)
    (h : diracH M K *ᵥ ψ = E • ψ) (k : Fin K) :
    (E ^ 2 - ((k : ℕ) : ℂ)) * ψ (Sum.inl k) = 0 := by
  by_cases hp : ∃ i : Fin M, (k : ℕ) = (i : ℕ) + 1
  · obtain ⟨i, hi⟩ := hp
    exact (level_condition h hi).1
  · -- an uncoupled amplitude must vanish
    have e := (component_sums ψ).1 k
    rw [h, Pi.smul_apply, smul_eq_mul, Finset.sum_eq_zero] at e
    · rw [(mul_eq_zero.mp e).resolve_left hE, mul_zero]
    · intro i _
      have hne : (k : ℕ) ≠ (i : ℕ) + 1 := fun e => hp ⟨i, e⟩
      simp [lowering, hne]

/-- For `j = i + 1` and a sign `s`, every solution of `H ψ = s √j ψ` is a multiple of
`(e_j, s e_i)`. -/
theorem landau_nondegenerate {i : Fin M} {j : Fin K} (hij : (j : ℕ) = (i : ℕ) + 1) {s : ℂ}
    (hs : s ^ 2 = 1) {ψ : Fin K ⊕ Fin M → ℂ}
    (h : diracH M K *ᵥ ψ = (s * (Real.sqrt ((j : ℕ) : ℝ) : ℝ)) • ψ) :
    ∃ c : ℂ, ψ = c • Sum.elim (Pi.single j 1 : Fin K → ℂ) (Pi.single i s : Fin M → ℂ) := by
  have hq2 : ((Real.sqrt ((j : ℕ) : ℝ) : ℝ) : ℂ) * (Real.sqrt ((j : ℕ) : ℝ) : ℝ)
      = ((j : ℕ) : ℂ) := by
    exact_mod_cast Real.mul_self_sqrt (Nat.cast_nonneg (j : ℕ))
  have hj : ((j : ℕ) : ℂ) ≠ 0 := Nat.cast_ne_zero.mpr (by omega)
  have e1 := (ladder_action ψ hij).2
  rw [h, Pi.smul_apply, smul_eq_mul] at e1
  generalize ((Real.sqrt ((j : ℕ) : ℝ) : ℝ) : ℂ) = q at h hq2 e1
  have hq : q ≠ 0 := by
    rintro rfl
    exact hj (by rw [← hq2, mul_zero])
  have hs0 : s ≠ 0 := by
    rintro rfl
    norm_num at hs
  -- only the upper amplitude `j` survives
  have hu : ∀ k, k ≠ j → ψ (Sum.inl k) = 0 := by
    intro k hk
    refine (mul_eq_zero.mp (on_shell (mul_ne_zero hs0 hq) h k)).resolve_left fun e => hk ?_
    have hc : ((k : ℕ) : ℂ) = ((j : ℕ) : ℂ) := by
      linear_combination -e + q ^ 2 * hs + hq2
    exact Fin.ext (Nat.cast_injective hc)
  refine ⟨ψ (Sum.inl j), ?_⟩
  funext x
  rcases x with k | k
  · by_cases hk : k = j
    · subst hk
      simp
    · simp [hu k hk, hk]
  · by_cases hk : k = i
    · subst hk
      simp only [Pi.smul_apply, smul_eq_mul, Sum.elim_inr, Pi.single_eq_same]
      apply mul_left_cancel₀ hq
      linear_combination s * e1 - q * ψ (Sum.inr k) * hs
    · have hne : (j : ℕ) ≠ (k : ℕ) + 1 := fun e => hk (Fin.ext (by omega))
      have e := (component_sums ψ).2 k
      rw [h, Pi.smul_apply, smul_eq_mul, Finset.sum_eq_zero] at e
      · simp [(mul_eq_zero.mp e).resolve_left (mul_ne_zero hs0 hq), hk]
      · intro m _
        by_cases hm : m = j
        · subst hm
          simp [lowering, hne]
        · simp [hu m hm]

/-- With `N + 1` upper and at least `N` lower amplitudes, the eigenvalues of the Hamiltonian
are exactly `0` and `±√n` for `n = 1, ..., N`. -/
theorem landau_spectrum (hM : N ≤ M) (E : ℂ) :
    (∃ ψ : Fin (N + 1) ⊕ Fin M → ℂ, ψ ≠ 0 ∧ diracH M (N + 1) *ᵥ ψ = E • ψ) ↔
      E = 0 ∨ ∃ n : ℕ, 1 ≤ n ∧ n ≤ N ∧
        (E = (Real.sqrt (n : ℝ) : ℝ) ∨ E = -((Real.sqrt (n : ℝ) : ℝ) : ℂ)) := by
  constructor
  · rintro ⟨ψ, h0, h⟩
    by_cases hE : E = 0
    · exact Or.inl hE
    right
    -- the upper part cannot vanish, since it determines the lower part
    have hup : ∃ k, ψ (Sum.inl k) ≠ 0 := by
      by_contra hc
      have hz : ∀ k, ψ (Sum.inl k) = 0 := fun k => by_contra fun hk => hc ⟨k, hk⟩
      apply h0
      funext x
      rcases x with k | k
      · exact hz k
      · have e := (component_sums ψ).2 k
        rw [h, Pi.smul_apply, smul_eq_mul,
          Finset.sum_eq_zero (fun m _ => by rw [hz m, mul_zero])] at e
        exact (mul_eq_zero.mp e).resolve_left hE
    obtain ⟨k, hk⟩ := hup
    have e := (mul_eq_zero.mp (on_shell hE h k)).resolve_right hk
    have hk0 : (k : ℕ) ≠ 0 := by
      intro hz
      rw [hz, Nat.cast_zero, sub_zero] at e
      exact hE (pow_eq_zero_iff two_ne_zero |>.mp e)
    have hq : ((Real.sqrt ((k : ℕ) : ℝ) : ℝ) : ℂ) * (Real.sqrt ((k : ℕ) : ℝ) : ℝ)
        = ((k : ℕ) : ℂ) := by
      exact_mod_cast Real.mul_self_sqrt (Nat.cast_nonneg (k : ℕ))
    refine ⟨k, Nat.one_le_iff_ne_zero.mpr hk0, Nat.le_of_lt_succ k.isLt, ?_⟩
    have hf : (E - (Real.sqrt ((k : ℕ) : ℝ) : ℝ)) * (E + (Real.sqrt ((k : ℕ) : ℝ) : ℝ)) = 0 := by
      linear_combination e - hq
    rcases mul_eq_zero.mp hf with hf | hf
    · exact Or.inl (sub_eq_zero.mp hf)
    · exact Or.inr (eq_neg_of_add_eq_zero_left hf)
  · have ne : ∀ (j : Fin (N + 1)) (v : Fin M → ℂ),
        Sum.elim (Pi.single j 1 : Fin (N + 1) → ℂ) v ≠ 0 := by
      intro j v e
      have := congrFun e (Sum.inl j)
      simp at this
    rintro (rfl | ⟨n, h1, h2, hE⟩)
    · exact ⟨_, ne 0 0, by rw [zero_mode, zero_smul]⟩
    · have hij : ((⟨n, by omega⟩ : Fin (N + 1)) : ℕ)
          = ((⟨n - 1, by omega⟩ : Fin M) : ℕ) + 1 := by
        change n = n - 1 + 1
        omega
      rcases hE with rfl | rfl
      · have p := landau_pair hij (s := 1) (by norm_num)
        rw [one_mul] at p
        exact ⟨_, ne _ _, p⟩
      · have p := landau_pair hij (s := -1) (by norm_num)
        rw [neg_one_mul] at p
        exact ⟨_, ne _ _, p⟩

end DiracLandauTruncation
```

```lean
#print axioms DiracLandauTruncation.zero_mode
#print axioms DiracLandauTruncation.rectangular_kernel
#print axioms DiracLandauTruncation.landau_nondegenerate
#print axioms DiracLandauTruncation.landau_spectrum
```

```
'DiracLandauTruncation.zero_mode' depends on axioms: [propext, Classical.choice, Quot.sound]
'DiracLandauTruncation.rectangular_kernel' depends on axioms: [propext, Classical.choice, Quot.sound]
'DiracLandauTruncation.landau_nondegenerate' depends on axioms: [propext, Classical.choice, Quot.sound]
'DiracLandauTruncation.landau_spectrum' depends on axioms: [propext, Classical.choice, Quot.sound]
```

The matrix `lowering M K` is a finite piece of the oscillator lowering operator a, with M rows and K columns. Counting from zero, its entry in row i and column j is √j when j = i + 1, and zero otherwise. The Hamiltonian `diracH M K` is the block matrix

H = [[0, aᴴ], [a, 0]],

where aᴴ is the conjugate transpose. It acts on spinors ψ = (u, v) with upper amplitudes u_0, …, u_(K−1) and lower amplitudes v_0, …, v_(M−1). In Lean a spinor is a complex function on `Fin K ⊕ Fin M`, with `Sum.inl j` labelling u_j and `Sum.inr i` labelling v_i. Below, e_n is the basis vector with a one in position n.

Physically, this is a massless Dirac electron in two dimensions in a uniform perpendicular field B, at one fixed guiding centre. Energies are in units of v_F √(2ħeB), where v_F is the Dirac velocity, e the elementary charge and ħ the reduced Planck constant. The block order fixes a convention: the true zero mode lives in the upper component. Mass, Zeeman splitting, disorder and interactions are absent. The Lean code starts from the matrix H and treats neither its derivation from the Dirac equation nor the limit of infinite size.

The main statements are these, for every natural number N, including zero:

- `square_kernel`: with N+1 upper and N+1 lower states, the kernel of H is spanned by (e_0, 0) and (0, e_N).
- `rectangular_kernel`: with N+1 upper and N lower states, the kernel is spanned by (e_0, 0) alone.
- `landau_spectrum`: with N+1 upper and at least N lower states, a complex number E is an eigenvalue exactly when it is 0 or ±√n for some n from 1 to N. This covers both cutoffs.
- `landau_nondegenerate`: whenever upper state j = i + 1 and lower state i are both kept, every solution with energy s√j, where s² = 1, is a multiple of (e_j, s e_i).

Up to a phase, the normalised eigenvectors of the nonzero levels are therefore (e_n, ±e_(n−1))/√2; the code omits the factor 1/√2.

The reason for all of this is that H splits into independent pairs of basis states and single states without a partner. Writing out the matrix product gives

(Hψ)_upper,j = Σ_i conj(a_ij) v_i,
(Hψ)_lower,i = Σ_j a_ij u_j,

which is `component_sums`. Each sum has at most one nonzero term. If j = i + 1 and both states are kept, then

(Hψ)_upper,j = √j v_i,
(Hψ)_lower,i = √j u_j.

This is `ladder_action`, where `Finset.sum_eq_single` picks out the surviving term.

For an eigenvector of energy E, the pair obeys E u_j = √j v_i and E v_i = √j u_j. Multiplying the first equation by E and inserting the second gives

E² u_j = √j E v_i = j u_j,

and the same steps with the roles exchanged give E² v_i = j v_i. Hence

(E² − j) u_j = 0 and (E² − j) v_i = 0.

This is `level_condition`; its `linear_combination` calls carry out the same multiplication and substitution.

Now set E = 0. Since j ≥ 1 in every pair, all paired amplitudes vanish, and only states without a partner can remain. The upper state 0 never has one, because a annihilates it; `zero_mode` checks that (e_0, 0) has zero energy. In the square cutoff the lower state N is also alone: its partner would be the upper state N+1, which has been cut away. In the N × (N+1) cutoff the lower states end at N−1, and each has its partner. In both kernel proofs, `key` records that the paired amplitudes vanish, and the remaining amplitudes serve as the coefficients of the spanning vectors. The step named `spurious` checks the converse for (0, e_N). At N = 0 the square Hamiltonian is the 2 × 2 zero matrix, and the rectangular one is the 1 × 1 zero matrix.

For E ≠ 0, an upper amplitude u_k without a partner obeys E u_k = 0 and so vanishes. Together with the pair condition this gives (E² − k) u_k = 0 for every k, which is `on_shell`. The upper part cannot vanish entirely, because E v_i = Σ_j a_ij u_j would then force v = 0 as well. So some u_k is nonzero, and E² = k. Since E ≠ 0, k lies between 1 and N, and the factorisation

(E − √k)(E + √k) = 0

leaves E = ±√k. Conversely, `zero_mode` supplies the eigenvalue 0, and `landau_pair` verifies that (e_j, s e_i) has energy s√j, so every ±√n with n from 1 to N is an eigenvalue when there are at least N lower states. This proves `landau_spectrum`.

For nondegeneracy, take E = s√j, so that E² = j. Then (j − k) u_k = 0 removes every upper amplitude except u_j. The lower equations give v_k = 0 for k ≠ i, while the remaining one reads

s√j v_i = √j u_j.

Dividing by √j and multiplying by s gives v_i = s u_j, so ψ = u_j (e_j, s e_i). The proof of `landau_nondegenerate` follows these steps, with `hu` holding the statement about the upper amplitudes.

For a simulation of this non-interacting, massless model in a finite oscillator basis, the practical consequence is to keep one more oscillator state in the component that carries the true zero mode, here the upper one, than in the other. The zero-energy level then contains only the physical mode, and a perturbation added later has no spurious zero mode to mix with it.
